# Entrywise absolute values can make a positive definite overlap matrix indefinite

A Cholesky factorisation of the overlap matrix $S$ with an invertible factor, or the construction of $S^{-1/2}$ for symmetric orthogonalisation, requires $S$ to be positive definite. Suppose a code also keeps a table of the magnitudes $|S_{ij}|$, for screening or for deciding which orbitals are neighbours. If that table is passed to the orthogonalisation step in place of $S$, the step can break down although $S$ itself is positive definite. Four real orbitals suffice for this. With three, the table stays positive definite and the step runs, but if any overlap is negative, the resulting orbitals are not orthonormal.

## A ring of four orbitals and its two thresholds

Number the orbitals 0 to 3, as in the Lean file, and let $s$ be a real number. The orbitals are normalised and sit on a ring. Three neighbour overlaps equal $s$, the closing overlap equals $-s$, and opposite orbitals do not overlap:

$$
S=\begin{pmatrix}1&s&0&-s\\ s&1&s&0\\ 0&s&1&s\\ -s&0&s&1\end{pmatrix}.
$$

Write $|S|$ for the matrix with entries $|S_{ij}|$. Then

- $S$ is positive definite exactly when $2s^2<1$;
- $|S|$ is positive definite exactly when $2|s|<1$;
- $|S|$ has the eigenvector $(1,-1,1,-1)$ with eigenvalue $1-2|s|$.

Taking absolute values therefore destroys positive definiteness exactly when $|s|\ge 1/2$ and $2s^2<1$. At $|s|=1/2$ the new matrix has the eigenvalue zero; above that value the eigenvalue is negative. For $s=3/5$, $S$ is positive definite and $|S|$ has the eigenvalue $-1/5$.

## Where a code depends on the signs

Comparing $|S_{ij}|$ with a threshold needs only the size of an entry, not its sign. Orthogonalisation uses the matrix as a metric: for real coefficients $x$, the number $x^{\mathsf T}Sx$ is the squared norm of the orbital combination. With $|S|$ at $s=3/5$, the combination with coefficients $\tfrac12(1,-1,1,-1)$, whose squares sum to 1, would have squared norm $-1/5$. A Cholesky factorisation then breaks down, and $|S|^{-1/2}$ is not a real matrix.

Nor does taking absolute values amount to a new choice of orbital signs. Reversing the sign of one orbital changes the sign of both its overlaps on the ring, so the product of the four ring overlaps stays the same. Here that product is $-s^4$, whereas in $|S|$ it is $+s^4$. For $s\neq0$ no choice of orbital signs turns one matrix into the other.

At $|s|=1/2$ both matrices are overlap matrices of actual sets of four orbitals, since neither has a negative eigenvalue. The set with overlap matrix $S$ is linearly independent; the set with overlap matrix $|S|$ is linearly dependent, because $|S|$ has the eigenvalue zero. For electronic structure in a non-orthogonal basis, the magnitudes of the overlaps alone therefore do not decide whether all the orbitals can be kept and orthogonalised.

## Completing the squares

For a real vector $x=(x_0,x_1,x_2,x_3)$,

$$
x^{\mathsf T}Sx=\sum_i x_i^2+2s(x_0x_1+x_1x_2+x_2x_3)-2s\,x_0x_3 .
$$

Collect the terms that contain $x_0$, and then those that contain $x_2$. The two squares

$$
\big(x_0+s(x_1-x_3)\big)^2+\big(x_2+s(x_1+x_3)\big)^2
$$

reproduce $x_0^2$, $x_2^2$ and all the cross terms, and they add $s^2(x_1-x_3)^2+s^2(x_1+x_3)^2=2s^2(x_1^2+x_3^2)$. Hence

$$
x^{\mathsf T}Sx=\big(x_0+s(x_1-x_3)\big)^2+\big(x_2+s(x_1+x_3)\big)^2+(1-2s^2)(x_1^2+x_3^2).
$$

Let $2s^2<1$ and $x\ne0$. If $x_1$ or $x_3$ is nonzero, the last term is positive. If both vanish, the form is $x_0^2+x_2^2>0$. Conversely, $x=(-s,1,-s,0)$ makes both squares vanish and gives the value $1-2s^2$, or $(1-2s^2)/(1+2s^2)$ after scaling $x$ to $\sum_i x_i^2=1$. Positive definiteness thus forces $2s^2<1$.

For the matrix of absolute values put $u=|s|$. All four ring overlaps are now $u$, and

$$
x^{\mathsf T}|S|x=\sum_i x_i^2+2u(x_0+x_2)(x_1+x_3).
$$

Expanding the squares confirms that

$$
\begin{aligned}
x^{\mathsf T}|S|x={}&(1-2u)\sum_i x_i^2\\
&+u\big[(x_0+x_1+x_2+x_3)^2+(x_0-x_2)^2+(x_1-x_3)^2\big].
\end{aligned}
$$

If $2u<1$, the first term is positive for $x\neq0$ and the rest is nonnegative. For the converse take $v=(1,-1,1,-1)$. All three squares in the bracket vanish, so $v^{\mathsf T}|S|v=4(1-2u)$, which becomes $1-2u$ when $v$ is scaled to $\sum_i v_i^2=1$. The vector is also an eigenvector: in each row the diagonal contributes $v_i$ and the two neighbours contribute $-u\,v_i$ each, so $|S|v=(1-2u)v$.

## Why positive definiteness survives for three orbitals

Let three normalised real orbitals have overlaps $a=S_{01}$, $b=S_{12}$ and $c=S_{02}$, and let

$$
F(p,q,r)=p^2+q^2+r^2+2a\,pq+2b\,qr+2c\,pr
$$

be positive for every nonzero $(p,q,r)$. Let $G$ be the same form with $|a|,|b|,|c|$. The products $pq$, $qr$ and $pr$ cannot all be negative, since their product is $(pqr)^2\ge0$.

Suppose $pq\ge0$. Then $\pm2a\,pq\le2|a|\,pq$ for either sign, so only the terms with $b$ and $c$ need attention. Evaluate $F$ at a vector chosen as follows:

- if $b,c\ge0$, keep $(p,q,r)$;
- if $b<0\le c$, reverse $q$;
- if $c<0\le b$, reverse $p$;
- if $b,c<0$, reverse $r$.

In each case the last two terms become $2|b|\,qr$ and $2|c|\,pr$, so $F$ at the chosen vector is at most $G(p,q,r)$. That value of $F$ is positive, hence so is $G(p,q,r)$. The cases $qr\ge0$ and $pr\ge0$ follow by relabelling the orbitals.

The assumption that the original matrix is positive definite is needed. With $a=1$ and $b=c=0$, orbitals 0 and 1 coincide. The matrix equals its own entrywise absolute value, and $(1,-1,0)$ gives the form the value zero.

## The Lean file

```lean
import Mathlib

open Matrix

namespace AbsoluteOverlap

/-- Matrix with the pattern of overlaps of four normalised orbitals on a ring, for any real numbers
`s` and `t`: three neighbour overlaps `s`, a closing overlap `t`, and zero overlap across the ring.
-/
def ringOverlap (s t : ℝ) : Matrix (Fin 4) (Fin 4) ℝ :=
  !![1, s, 0, t; s, 1, s, 0; 0, s, 1, s; t, 0, s, 1]

/-- Matrix with the pattern of overlaps of three normalised real orbitals; `a`, `b` and `c` may be
any real numbers. -/
def tripleOverlap (a b c : ℝ) : Matrix (Fin 3) (Fin 3) ℝ :=
  !![1, a, c; a, 1, b; c, b, 1]

/-- The matrix in which every entry is replaced by its absolute value. -/
def absEntries {n : Type*} (S : Matrix n n ℝ) : Matrix n n ℝ :=
  S.map (fun x => |x|)

/-- The orbital combination whose coefficients alternate in sign around the ring. -/
def alternating : Fin 4 → ℝ := ![1, -1, 1, -1]

/-- A real symmetric matrix `S` is positive definite exactly when `x ⬝ᵥ S *ᵥ x` is positive for
every nonzero real vector `x`. -/
theorem posDef_iff_form {n : Type*} [Fintype n] (S : Matrix n n ℝ) (hS : Sᵀ = S) :
    S.PosDef ↔ ∀ x : n → ℝ, x ≠ 0 → 0 < x ⬝ᵥ S *ᵥ x := by
  rw [Matrix.posDef_iff_dotProduct_mulVec]
  constructor
  · intro h x hx
    have h2 : 0 < star x ⬝ᵥ S *ᵥ x := by
      apply h.2
      exact hx
    simpa only [star_trivial] using h2
  · intro h
    refine ⟨?_, ?_⟩
    · rw [Matrix.IsHermitian, Matrix.conjTranspose_eq_transpose_of_trivial]
      exact hS
    · intro x hx
      simpa only [star_trivial] using h x hx

private lemma sum_sq_pos {n : Type*} [Fintype n] (x : n → ℝ) (hx : x ≠ 0) :
    0 < ∑ i, x i ^ 2 := by
  obtain ⟨i, hi⟩ := Function.ne_iff.mp hx
  have hi' : x i ≠ 0 := hi
  exact Finset.sum_pos' (fun j _ => sq_nonneg (x j)) ⟨i, Finset.mem_univ i, by positivity⟩

private lemma ring_symm (s t : ℝ) : (ringOverlap s t)ᵀ = ringOverlap s t := by
  ext i j
  fin_cases i <;> fin_cases j <;> rfl

private lemma ring_form (s t : ℝ) (x : Fin 4 → ℝ) :
    x ⬝ᵥ ringOverlap s t *ᵥ x = x 0 ^ 2 + x 1 ^ 2 + x 2 ^ 2 + x 3 ^ 2
      + 2 * s * (x 0 * x 1 + x 1 * x 2 + x 2 * x 3) + 2 * t * (x 0 * x 3) := by
  simp [ringOverlap, dotProduct, Matrix.mulVec, Fin.sum_univ_four]
  ring

private lemma abs_ring (s : ℝ) : absEntries (ringOverlap s (-s)) = ringOverlap |s| |s| := by
  ext i j
  fin_cases i <;> fin_cases j <;> simp [absEntries, ringOverlap]

/-- The ring whose closing overlap has the opposite sign is positive definite exactly
when `2 s² < 1`. -/
theorem frustrated_posDef_iff (s : ℝ) : (ringOverlap s (-s)).PosDef ↔ 2 * s ^ 2 < 1 := by
  rw [posDef_iff_form _ (ring_symm _ _)]
  constructor
  · intro h
    have h1 := h ![-s, 1, -s, 0] (fun h0 => by
      have h2 := congrFun h0 1
      simp at h2)
    rw [ring_form] at h1
    simp [Matrix.cons_val] at h1
    nlinarith
  · intro hs x hx
    have hN := sum_sq_pos x hx
    rw [Fin.sum_univ_four] at hN
    rw [ring_form]
    by_cases h : x 1 = 0 ∧ x 3 = 0
    · rw [h.1, h.2] at hN ⊢
      linarith
    · have hp : 0 < x 1 ^ 2 + x 3 ^ 2 := by
        rcases not_and_or.mp h with h | h
        · have h' : x 1 ≠ 0 := h
          positivity
        · have h' : x 3 ≠ 0 := h
          positivity
      -- complete the squares in the coefficients of orbitals 0 and 2
      have hs' : 0 < 1 - 2 * s ^ 2 := by linarith
      nlinarith [mul_pos hs' hp, sq_nonneg (x 0 + s * (x 1 - x 3)),
        sq_nonneg (x 2 + s * (x 1 + x 3))]

/-- After taking absolute values of all entries, the same ring is positive definite
exactly when `2 |s| < 1`. -/
theorem abs_frustrated_posDef_iff (s : ℝ) :
    (absEntries (ringOverlap s (-s))).PosDef ↔ 2 * |s| < 1 := by
  rw [abs_ring, posDef_iff_form _ (ring_symm _ _)]
  constructor
  · intro h
    have h1 := h ![1, -1, 1, -1] (fun h0 => by
      have h2 := congrFun h0 0
      simp at h2)
    rw [ring_form] at h1
    have h2 : 0 < (1 : ℝ) ^ 2 + (-1) ^ 2 + 1 ^ 2 + (-1) ^ 2
        + 2 * |s| * (1 * (-1) + (-1) * 1 + 1 * (-1)) + 2 * |s| * (1 * (-1)) := h1
    linarith
  · intro hs x hx
    have hN := sum_sq_pos x hx
    rw [Fin.sum_univ_four] at hN
    rw [ring_form]
    have hs' : 0 < 1 - 2 * |s| := by linarith
    have ha := abs_nonneg s
    -- the form is (1 - 2|s|) times the sum of squares, plus nonnegative squares
    linarith [mul_pos hs' hN, mul_nonneg ha (sq_nonneg (x 0 + x 1 + x 2 + x 3)),
      mul_nonneg ha (sq_nonneg (x 0 - x 2)), mul_nonneg ha (sq_nonneg (x 1 - x 3))]

/-- The alternating combination is an eigenvector of the absolute-value matrix with
eigenvalue `1 - 2 |s|`. -/
theorem abs_frustrated_eigenvector (s : ℝ) :
    absEntries (ringOverlap s (-s)) *ᵥ alternating = (1 - 2 * |s|) • alternating := by
  rw [abs_ring]
  ext i
  fin_cases i <;>
    simp [ringOverlap, alternating, Matrix.mulVec, dotProduct, Fin.sum_univ_four] <;> ring

/-- Taking absolute values destroys the positive definiteness of the ring overlap matrix
exactly in the window `1/2 ≤ |s|`, `2 s² < 1`. -/
theorem abs_destroys_positivity_iff (s : ℝ) :
    ((ringOverlap s (-s)).PosDef ∧ ¬ (absEntries (ringOverlap s (-s))).PosDef) ↔
      1 / 2 ≤ |s| ∧ 2 * s ^ 2 < 1 := by
  rw [frustrated_posDef_iff, abs_frustrated_posDef_iff, not_lt]
  constructor
  · rintro ⟨h1, h2⟩
    exact ⟨by linarith, h1⟩
  · rintro ⟨h1, h2⟩
    exact ⟨h2, by linarith⟩

/-- With neighbour overlaps `3/5` and closing overlap `-3/5` the overlap matrix is positive
definite, but its entrywise absolute value has the alternating combination as eigenvector
with eigenvalue `-1/5` and is not positive definite. -/
theorem abs_destroys_positivity :
    (ringOverlap (3 / 5) (-(3 / 5))).PosDef ∧
    alternating ≠ 0 ∧
    absEntries (ringOverlap (3 / 5) (-(3 / 5))) *ᵥ alternating
      = (-1 / 5 : ℝ) • alternating ∧
    ¬ (absEntries (ringOverlap (3 / 5) (-(3 / 5)))).PosDef := by
  have habs : |(3 / 5 : ℝ)| = 3 / 5 := abs_of_pos (by norm_num)
  refine ⟨(frustrated_posDef_iff _).mpr (by norm_num), ?_, ?_, ?_⟩
  · intro h0
    have h1 := congrFun h0 0
    simp [alternating] at h1
  · rw [abs_frustrated_eigenvector, habs]
    norm_num
  · rw [abs_frustrated_posDef_iff, habs]
    norm_num

private lemma triple_symm (a b c : ℝ) : (tripleOverlap a b c)ᵀ = tripleOverlap a b c := by
  ext i j
  fin_cases i <;> fin_cases j <;> rfl

private lemma triple_form (a b c : ℝ) (x : Fin 3 → ℝ) :
    x ⬝ᵥ tripleOverlap a b c *ᵥ x = x 0 ^ 2 + x 1 ^ 2 + x 2 ^ 2
      + 2 * a * (x 0 * x 1) + 2 * b * (x 1 * x 2) + 2 * c * (x 0 * x 2) := by
  simp [tripleOverlap, dotProduct, Matrix.mulVec, Fin.sum_univ_three]
  ring

/-- For three normalised real orbitals, taking absolute values of all overlaps preserves
positive definiteness. -/
theorem abs_preserves_positivity_three (a b c : ℝ) (h : (tripleOverlap a b c).PosDef) :
    (absEntries (tripleOverlap a b c)).PosDef := by
  have habs : absEntries (tripleOverlap a b c) = tripleOverlap |a| |b| |c| := by
    ext i j
    fin_cases i <;> fin_cases j <;> simp [absEntries, tripleOverlap]
  rw [posDef_iff_form _ (triple_symm _ _ _)] at h
  rw [habs, posDef_iff_form _ (triple_symm _ _ _)]
  have hf : ∀ p q r : ℝ, 0 < p ^ 2 + q ^ 2 + r ^ 2 →
      0 < p ^ 2 + q ^ 2 + r ^ 2 + 2 * a * (p * q) + 2 * b * (q * r) + 2 * c * (p * r) := by
    intro p q r hp
    have h1 := h ![p, q, r] (fun h0 => by
      have e0 : p = 0 := congrFun h0 0
      have e1 : q = 0 := congrFun h0 1
      have e2 : r = 0 := congrFun h0 2
      rw [e0, e1, e2] at hp
      norm_num at hp)
    rw [triple_form] at h1
    exact h1
  intro x hx
  have hN := sum_sq_pos x hx
  rw [Fin.sum_univ_three] at hN
  rw [triple_form]
  generalize x 0 = p at *
  generalize x 1 = q at *
  generalize x 2 = r at *
  -- the original form at the vector itself and with one coefficient reversed
  have h0 := hf p q r hN
  have h1 := hf (-p) q r (by linarith)
  have h2 := hf p (-q) r (by linarith)
  have h3 := hf p q (-r) (by linarith)
  -- among three real coefficients, two have a nonnegative product
  have key : 0 ≤ |a| * (p * q) ∨ 0 ≤ |b| * (q * r) ∨ 0 ≤ |c| * (p * r) := by
    rcases le_total 0 p with hp | hp <;> rcases le_total 0 q with hq | hq <;>
      rcases le_total 0 r with hr | hr <;>
      first
        | exact Or.inl (mul_nonneg (abs_nonneg a) (by nlinarith))
        | exact Or.inr (Or.inl (mul_nonneg (abs_nonneg b) (by nlinarith)))
        | exact Or.inr (Or.inr (mul_nonneg (abs_nonneg c) (by nlinarith)))
  rcases abs_cases a with ⟨ha, _⟩ | ⟨ha, _⟩ <;> rcases abs_cases b with ⟨hb, _⟩ | ⟨hb, _⟩ <;>
    rcases abs_cases c with ⟨hc, _⟩ | ⟨hc, _⟩ <;> rw [ha, hb, hc] at key ⊢ <;>
    rcases key with hk | hk | hk <;> linarith

end AbsoluteOverlap
```

```lean
#print axioms AbsoluteOverlap.abs_destroys_positivity_iff
-- 'AbsoluteOverlap.abs_destroys_positivity_iff' depends on axioms: [propext, Classical.choice, Quot.sound]
#print axioms AbsoluteOverlap.abs_destroys_positivity
-- 'AbsoluteOverlap.abs_destroys_positivity' depends on axioms: [propext, Classical.choice, Quot.sound]
#print axioms AbsoluteOverlap.abs_preserves_positivity_three
-- 'AbsoluteOverlap.abs_preserves_positivity_three' depends on axioms: [propext, Classical.choice, Quot.sound]
```

## How the statements map to overlaps

`ringOverlap s t` is the four-orbital matrix with a free closing overlap `t`; the ring discussed above is `ringOverlap s (-s)`. `tripleOverlap a b c` is the general overlap matrix of three normalised real orbitals. Normalisation is the unit diagonal in both definitions. `absEntries` acts on each entry separately, so it is not the matrix absolute value $(S^{\mathsf T}S)^{1/2}$. `alternating` is the unnormalised vector $(1,-1,1,-1)$.

`PosDef` is Mathlib's positive definiteness, which includes the Hermitian condition; for real matrices this is symmetry. `posDef_iff_form` translates it, for a symmetric real matrix of any finite size, into the statement that $x^{\mathsf T}Sx>0$ for every nonzero real coefficient vector $x$.

`frustrated_posDef_iff` and `abs_frustrated_posDef_iff` give the two thresholds for every real `s`, and `abs_destroys_positivity_iff` combines them into the window. `abs_destroys_positivity` is the case $s=3/5$. It states that the original matrix is positive definite, that `alternating` is nonzero, that the eigenvalue equation holds with $-1/5$, and that the new matrix is not positive definite. `abs_preserves_positivity_three` covers three orbitals with arbitrary overlaps, given that their matrix is positive definite.

The overlaps are parameters here, not integrals over specified functions. The model could also start from four vectors in a real inner product space and define $S$ as their Gram matrix. Positive semidefiniteness would then be automatic, and positive definiteness would mean linear independence. The vectors would have to be constructed for each admissible $s$, and the negative eigenvalue would say that no four vectors have $|S|$ as their overlap matrix.

## How the proof follows the algebra

`ring_form` and `triple_form` expand the matrix expressions into the polynomials used above, and `ring_symm` and `triple_symm` supply symmetry. `sum_sq_pos` turns $x\ne0$ into $\sum_i x_i^2>0$. `abs_ring` identifies the matrix of absolute values as `ringOverlap |s| |s|`, so the same expansion serves both matrices.

In `frustrated_posDef_iff`, the forward direction inserts $(-s,1,-s,0)$. The reverse direction separates the case $x_1=x_3=0$; otherwise `nlinarith` receives the two completed squares and the positive product $(1-2s^2)(x_1^2+x_3^2)$. In `abs_frustrated_posDef_iff` the terms of the sum of squares are supplied explicitly, so `linarith` only has to add them. `abs_frustrated_eigenvector` checks the eigenvalue equation component by component.

For three orbitals, `hf` restates the hypothesis as positivity of $F$. The facts `h0` to `h3` evaluate it at the vector itself and with one component reversed. `key` says that at least one of $|a|pq$, $|b|qr$ and $|c|pr$ is nonnegative, which it obtains from the signs of $p$, $q$ and $r$. The final split over the signs of $a$, $b$ and $c$ leaves linear inequalities, and `linarith` picks the suitable reversal in each case.

## What a code can take from the theorems

The thresholds hold in exact real arithmetic for this one-parameter ring. They give no criterion for a general four-orbital overlap matrix, and they do not say how a factorisation behaves in floating point when $2s^2$ is close to 1. The three-orbital theorem preserves positive definiteness but gives no bound on the smallest eigenvalue or the condition number.

The example at $s=3/5$ does not depend on a nearly singular starting matrix: diagonalising $S$, a step the file does not include, gives the smallest eigenvalue $1-\sqrt2\,|s|\approx0.15$. A check that the original overlap matrix is well conditioned therefore does not make its table of magnitudes safe to use as a metric.
